# Error of a Linear Solve with Small Eigenvalues Left Out: Scaled Noise plus Discarded Components

A linear system $S x = b$ with a symmetric (Hermitian) operator $S$ can be solved approximately by expanding $b$ in eigenvectors of $S$ and leaving out those with small eigenvalues. This truncated solve is described here by an orthonormal eigenbasis and a list of real eigenvalues, both given together with $S$. The solution is then a sum over the eigenvectors whose eigenvalue lies strictly above a threshold $\tau$, and an eigenvalue equal to $\tau$ counts as discarded. With this description positive semidefiniteness of $S$ is not needed for the main bound. The test is on $s_i$ and not on $|s_i|$, however, so for an indefinite $S$ every negative eigenvalue is discarded, however large its magnitude. For a positive semidefinite $S$, the discarded eigenvalues are exactly those between $0$ and $\tau$.

Linear systems of this kind arise in electronic-structure codes when a basis set is nearly linearly dependent and its overlap matrix has very small eigenvalues. The bound below applies to such a system when $S$ and its eigenvectors are known exactly and only the right-hand side carries an error.

## The squared error, mode by mode

Let $E$ be a finite-dimensional real or complex inner product space with orthonormal basis $u_i$, and let $S u_i = s_i u_i$ with $s_i$ real. For a vector $v$ write $v_i = \langle u_i, v\rangle$, so that $v = \sum_i v_i u_i$. Let $S x = b$, let $e$ be an error in the data, and let $\tau > 0$. The truncated solution and the discarded part of $x$ are

$$
y = \sum_{s_i > \tau} \frac{b_i + e_i}{s_i}\, u_i, \qquad
w = \sum_{s_i \le \tau} x_i\, u_i .
$$

The claim is that

$$
\|y - x\|^2 \le \frac{\|e\|^2}{\tau^2} + \|w\|^2 ,
$$

with equality exactly when $e = 0$.

Applying $S$ to the expansion of $x$ gives $S x = \sum_j s_j x_j u_j$, hence $b_i = s_i x_i$. For a kept mode, $s_i > \tau > 0$, the division is legitimate and

$$
y_i - x_i = \frac{s_i x_i + e_i}{s_i} - x_i = \frac{e_i}{s_i} .
$$

For a discarded mode $y_i = 0$, so $y_i - x_i = -x_i$. Parseval's identity adds the squares:

$$
\|y - x\|^2 = \sum_{s_i > \tau} \frac{|e_i|^2}{s_i^2} + \sum_{s_i \le \tau} |x_i|^2
= \sum_{s_i > \tau} \frac{|e_i|^2}{s_i^2} + \|w\|^2 .
$$

This is an exact identity. The two contributions live in orthogonal subspaces, which is why no cross term appears.

It remains to compare the noise term with

$$
\frac{\|e\|^2}{\tau^2} = \sum_i \frac{|e_i|^2}{\tau^2} .
$$

If $e_i \neq 0$ and the mode is kept, then $|e_i|^2/s_i^2 < |e_i|^2/\tau^2$ because $s_i > \tau$. If $e_i \neq 0$ and the mode is discarded, it contributes $0$ on the left and a positive number on the right. If $e_i = 0$, both contributions vanish. A nonzero $e$ has at least one nonzero component, so the noise term is then strictly smaller than $\|e\|^2/\tau^2$. For $e = 0$ both are zero. This proves the bound and its equality case.

## One noisy mode, and solutions of the form S z

If the noise lies along one kept eigenvector, $e = c\,u_k$ with $s_k > \tau$, only one term of the noise sum survives:

$$
\|y - x\|^2 = \frac{|c|^2}{s_k^2} + \|w\|^2 .
$$

The noise is thus multiplied by exactly $1/s_k$, which amplifies it when $s_k < 1$. This factor approaches $1/\tau$ as $s_k$ comes down towards the threshold.

The term $\|w\|^2$ depends on the unknown solution. It can be controlled if $S$ is positive semidefinite and $x = S z$ for some vector $z$. The components of $x$ are then $x_i = s_i z_i$, so that $|x_i| \le s_i \|z\|$. If $\|z\|$ is not large, $x$ therefore has little weight along the eigenvectors with small eigenvalues. On the discarded modes $0 \le s_i \le \tau$, and therefore

$$
\|w\|^2 = \sum_{s_i \le \tau} s_i^2 |z_i|^2 \le \tau^2 \sum_i |z_i|^2 = \tau^2 \|z\|^2 .
$$

The total squared error is then at most $\|e\|^2/\tau^2 + \tau^2\|z\|^2$. For nonzero $e$ and $z$, raising $\tau$ lowers the first term and raises the second.

## Kept and discarded modes in Lean

The scalar field `𝕜` is $\mathbb{R}$ or $\mathbb{C}$, `E` is the inner product space, and the finite type `ι` labels the modes.

```lean
import Mathlib

open scoped InnerProductSpace

namespace TruncatedPseudoInverse

noncomputable section

variable {𝕜 E ι : Type*} [RCLike 𝕜] [NormedAddCommGroup E] [InnerProductSpace 𝕜 E] [Fintype ι]
```

The first definition is the truncated solution. `OrthonormalBasis ι 𝕜 E` holds the vectors $u_i$; since `ι` is finite, so is the dimension of `E`. The function `s` gives the real eigenvalues, and `(s i : 𝕜)` is the same number read as an element of the scalar field. Mathlib's inner product is linear in its second argument, so `⟪u i, b⟫_𝕜` is the coefficient $b_i$ also in the complex case.

```lean
/-- The vector obtained from `b` by dividing its component along `u i` by `s i` whenever `τ < s i`,
and dropping all other components. -/
def truncSolve (u : OrthonormalBasis ι 𝕜 E) (s : ι → ℝ) (τ : ℝ) (b : E) : E :=
  ∑ i with τ < s i, (⟪u i, b⟫_𝕜 / (s i : 𝕜)) • u i
```

The operator does not occur in this definition. It enters the theorems through the hypothesis `hS`, which says that `S` multiplies each `u i` by `s i`. The discarded part $w$ uses the complementary condition `s i ≤ τ`, so each mode belongs to exactly one of the two sums.

```lean
/-- The part of `x` along the basis vectors `u i` with `s i ≤ τ`. -/
def discarded (u : OrthonormalBasis ι 𝕜 E) (s : ι → ℝ) (τ : ℝ) (x : E) : E :=
  ∑ i with s i ≤ τ, ⟪u i, x⟫_𝕜 • u i
```

## Coordinates in the eigenbasis

Both definitions are sums over a selection of basis vectors. The next lemma reads off their coordinates for an arbitrary selection `p`: the coefficient `c i` if `i` is selected, and zero otherwise. The proof rewrites the restricted sum as a sum over all modes with zeros filled in, and then uses orthonormality.

```lean
/-- A sum over selected basis vectors has the given coefficient along each selected vector
and zero along the others. -/
theorem inner_partial_sum (u : OrthonormalBasis ι 𝕜 E) (p : ι → Prop) [DecidablePred p]
    (c : ι → 𝕜) (i : ι) :
    ⟪u i, ∑ j with p j, c j • u j⟫_𝕜 = if p i then c i else 0 := by
  have h : ∑ j with p j, c j • u j = ∑ j, (if p j then c j else 0) • u j := by
    rw [Finset.sum_filter]
    refine Finset.sum_congr rfl fun j _ => ?_
    split_ifs <;> simp
  rw [h]
  exact u.orthonormal.inner_right_fintype _ i
```

The second coordinate lemma is the relation $\langle u_i, S x\rangle = s_i x_i$. As in the derivation by hand, `x` is expanded in the basis, linearity carries `S` through the sum, and `hS` replaces each `S (u j)`.

```lean
/-- In its eigenbasis, `S` multiplies each component of a vector by the eigenvalue. -/
theorem inner_apply (u : OrthonormalBasis ι 𝕜 E) {s : ι → ℝ} {S : E →ₗ[𝕜] E}
    (hS : ∀ i, S (u i) = (s i : 𝕜) • u i) (x : E) (i : ι) :
    ⟪u i, S x⟫_𝕜 = (s i : 𝕜) * ⟪u i, x⟫_𝕜 := by
  have h : S x = ∑ j, ((s j : 𝕜) * ⟪u j, x⟫_𝕜) • u j := by
    conv_lhs => rw [← u.sum_repr' x]
    rw [map_sum]
    refine Finset.sum_congr rfl fun j _ => ?_
    rw [map_smul, hS j, smul_smul, mul_comm]
  rw [h]
  exact u.orthonormal.inner_right_fintype _ i
```

## The exact error identity

The theorem `error_sq_eq` states the identity for $\|y - x\|^2$. The hypothesis `hx : S x = b` makes `x` an exact solution for the clean data. If `S` is singular there are many such solutions, and the identity holds for each of them with its own discarded part. The perturbed data `b + e` need not lie in the range of `S`. A threshold of zero is allowed here, because a kept eigenvalue is positive even then.

```lean
/-- The squared error of the truncated solution is the sum, over the kept modes, of the squared
noise component divided by the squared eigenvalue, plus the squared norm of the discarded part of
the exact solution. -/
theorem error_sq_eq (u : OrthonormalBasis ι 𝕜 E) {s : ι → ℝ} {S : E →ₗ[𝕜] E}
    (hS : ∀ i, S (u i) = (s i : 𝕜) • u i) {τ : ℝ} (hτ : 0 ≤ τ) {x b : E} (hx : S x = b)
    (e : E) :
    ‖truncSolve u s τ (b + e) - x‖ ^ 2 =
      (∑ i with τ < s i, ‖⟪u i, e⟫_𝕜‖ ^ 2 / s i ^ 2) + ‖discarded u s τ x‖ ^ 2 := by
  -- Parseval turns both norms into sums over modes
  rw [← u.sum_sq_norm_inner_right (truncSolve u s τ (b + e) - x),
    ← u.sum_sq_norm_inner_right (discarded u s τ x), Finset.sum_filter,
    ← Finset.sum_add_distrib]
  refine Finset.sum_congr rfl fun i _ => ?_
  rw [inner_sub_right, truncSolve, discarded, inner_partial_sum, inner_partial_sum]
  by_cases h : τ < s i
  · -- a kept mode: the exact part cancels and the noise is divided by the eigenvalue
    have hs : (s i : 𝕜) ≠ 0 := by exact_mod_cast (hτ.trans_lt h).ne'
    have hc : ⟪u i, b + e⟫_𝕜 / (s i : 𝕜) - ⟪u i, x⟫_𝕜 = ⟪u i, e⟫_𝕜 / (s i : 𝕜) := by
      rw [inner_add_right, ← hx, inner_apply u hS, add_div, mul_div_cancel_left₀ _ hs]
      ring
    simp only [if_pos h, if_neg (not_le_of_gt h)]
    rw [hc, norm_div, RCLike.norm_ofReal, div_pow, sq_abs]
    simp
  · -- a discarded mode: the whole component of `x` is missing
    simp [h, not_lt.mp h]
```

The first rewriting applies Parseval's identity to the error and to the discarded part, and merges the right-hand side into one sum over modes. `Finset.sum_congr` then reduces the claim to a single mode, and `by_cases` separates kept from discarded. In the kept case `hc` is the cancellation $(b_i + e_i)/s_i - x_i = e_i/s_i$, which needs the nonzero eigenvalue recorded in `hs`. In the discarded case the error component is $-x_i$, and simplification closes the goal.

## The noise estimate and the main bound

The strict comparison of the noise terms is a separate lemma, since both the bound and its equality case rely on it. It assumes $\tau > 0$, as do all later theorems whose bound contains $\|e\|^2/\tau^2$.

```lean
/-- For nonzero `e`, the sum of `‖⟪u i, e⟫‖² / (s i)²` over the modes with `τ < s i` is strictly
smaller than `‖e‖² / τ²`. -/
theorem noise_lt (u : OrthonormalBasis ι 𝕜 E) (s : ι → ℝ) {τ : ℝ} (hτ : 0 < τ) {e : E}
    (he : e ≠ 0) :
    ∑ i with τ < s i, ‖⟪u i, e⟫_𝕜‖ ^ 2 / s i ^ 2 < ‖e‖ ^ 2 / τ ^ 2 := by
  have key : ∀ i, ⟪u i, e⟫_𝕜 ≠ 0 →
      (if τ < s i then ‖⟪u i, e⟫_𝕜‖ ^ 2 / s i ^ 2 else 0) < ‖⟪u i, e⟫_𝕜‖ ^ 2 / τ ^ 2 := by
    intro i hi
    have hp : 0 < ‖⟪u i, e⟫_𝕜‖ ^ 2 := pow_pos (norm_pos_iff.mpr hi) 2
    split_ifs with h
    · exact div_lt_div_of_pos_left hp (pow_pos hτ 2) (pow_lt_pow_left₀ h hτ.le two_ne_zero)
    · exact div_pos hp (pow_pos hτ 2)
  -- nonzero noise has a nonzero component somewhere
  obtain ⟨i, hi⟩ : ∃ i, ⟪u i, e⟫_𝕜 ≠ 0 := by
    by_contra! hc
    apply he
    rw [← u.sum_repr' e]
    simp [hc]
  rw [← u.sum_sq_norm_inner_right e, Finset.sum_div, Finset.sum_filter]
  refine Finset.sum_lt_sum (fun j _ => ?_) ⟨i, Finset.mem_univ i, key i hi⟩
  by_cases hj : ⟪u j, e⟫_𝕜 = 0
  · simp [hj]
  · exact (key j hj).le
```

The statement `key` is the comparison for one mode with $e_i \neq 0$, and its two branches are the kept and the discarded case. The `obtain` step finds a nonzero component: if all of them vanished, the expansion of `e` would give zero. `Finset.sum_lt_sum` then combines a weak inequality in every mode with a strict one in at least one mode.

The main theorem substitutes the exact identity and treats zero and nonzero noise separately.

```lean
/-- Solving `S x = b` from the noisy data `b + e` with only the eigenvalues above `τ` gives a
squared error of at most `‖e‖² / τ²` plus the squared norm of the discarded part of `x`. -/
theorem truncated_error_bound (u : OrthonormalBasis ι 𝕜 E) {s : ι → ℝ} {S : E →ₗ[𝕜] E}
    (hS : ∀ i, S (u i) = (s i : 𝕜) • u i) {τ : ℝ} (hτ : 0 < τ) {x b : E} (hx : S x = b)
    (e : E) :
    ‖truncSolve u s τ (b + e) - x‖ ^ 2 ≤ ‖e‖ ^ 2 / τ ^ 2 + ‖discarded u s τ x‖ ^ 2 := by
  rw [error_sq_eq u hS hτ.le hx e]
  by_cases he : e = 0
  · simp [he]
  · linarith [noise_lt u s hτ he]
```

In words: if $S x = b$ and $\tau > 0$, the truncated solution for the data $b + e$ differs from $x$ by a vector whose squared norm is at most $\|e\|^2/\tau^2 + \|w\|^2$. When `E` is a space of expansion coefficients with the usual dot product, this is the norm of the coefficient vector, which for a non-orthonormal basis set is in general not the norm of the function that the coefficients represent. Errors in `S` itself, or in its computed eigenvalues and eigenvectors, are not part of the model.

The equality case follows from the same two ingredients. If the two sides agree while `e` is nonzero, the strict lemma gives a contradiction; if `e` is zero, both noise terms vanish.

```lean
/-- The error bound is an equality exactly when the data carry no noise. -/
theorem error_bound_eq_iff (u : OrthonormalBasis ι 𝕜 E) {s : ι → ℝ} {S : E →ₗ[𝕜] E}
    (hS : ∀ i, S (u i) = (s i : 𝕜) • u i) {τ : ℝ} (hτ : 0 < τ) {x b : E} (hx : S x = b)
    (e : E) :
    ‖truncSolve u s τ (b + e) - x‖ ^ 2 = ‖e‖ ^ 2 / τ ^ 2 + ‖discarded u s τ x‖ ^ 2 ↔
      e = 0 := by
  rw [error_sq_eq u hS hτ.le hx e]
  constructor
  · intro h
    by_contra he
    linarith [noise_lt u s hτ he]
  · intro he
    simp [he]
```

## Amplification by a single eigenvalue

For noise `c • u k` along a kept eigenvector, the sum in the exact identity collapses to one term.

```lean
/-- Noise along a single kept eigenvector enters the error divided by exactly the eigenvalue
of that eigenvector. -/
theorem error_single_mode (u : OrthonormalBasis ι 𝕜 E) {s : ι → ℝ} {S : E →ₗ[𝕜] E}
    (hS : ∀ i, S (u i) = (s i : 𝕜) • u i) {τ : ℝ} (hτ : 0 ≤ τ) {x b : E} (hx : S x = b)
    {k : ι} (hk : τ < s k) (c : 𝕜) :
    ‖truncSolve u s τ (b + c • u k) - x‖ ^ 2 =
      ‖c • u k‖ ^ 2 / s k ^ 2 + ‖discarded u s τ x‖ ^ 2 := by
  have hn : ‖u k‖ = 1 := u.orthonormal.1 k
  have h1 : ⟪u k, u k⟫_𝕜 = 1 := by
    rw [inner_self_eq_norm_sq_to_K, hn]
    simp
  rw [error_sq_eq u hS hτ hx, Finset.sum_eq_single k]
  · rw [inner_smul_right, h1, mul_one, norm_smul, hn, mul_one]
  · intro i _ hik
    rw [inner_smul_right, u.orthonormal.2 hik]
    simp
  · intro h
    exact absurd (Finset.mem_filter.mpr ⟨Finset.mem_univ k, hk⟩) h
```

`Finset.sum_eq_single k` leaves three goals. The first evaluates the surviving term, using that `u k` has norm one. The second shows by orthogonality that every other term vanishes. The third confirms that `k` is among the kept modes, which is the hypothesis `hk`.

## A bound without the discarded part

The next theorem is the only one that assumes nonnegative eigenvalues, through `hs : ∀ i, 0 ≤ s i`. Together with `hS` this makes `S` positive semidefinite. The hypothesis `hz : x = S z` is assumed and not derived. For an invertible `S` a suitable `z` always exists, but its norm may be large when some eigenvalues are small.

```lean
/-- If `S` has no negative eigenvalue and the exact solution has the form `x = S z`, the squared
error is at most `‖e‖² / τ² + τ² ‖z‖²`. -/
theorem error_bound_of_range (u : OrthonormalBasis ι 𝕜 E) {s : ι → ℝ} {S : E →ₗ[𝕜] E}
    (hS : ∀ i, S (u i) = (s i : 𝕜) • u i) (hs : ∀ i, 0 ≤ s i) {τ : ℝ} (hτ : 0 < τ)
    {x b z : E} (hx : S x = b) (hz : x = S z) (e : E) :
    ‖truncSolve u s τ (b + e) - x‖ ^ 2 ≤ ‖e‖ ^ 2 / τ ^ 2 + τ ^ 2 * ‖z‖ ^ 2 := by
  -- each discarded component of `x` is at most `τ` times that of `z`
  have hw : ‖discarded u s τ x‖ ^ 2 ≤ τ ^ 2 * ‖z‖ ^ 2 := by
    rw [← u.sum_sq_norm_inner_right (discarded u s τ x), ← u.sum_sq_norm_inner_right z,
      Finset.mul_sum]
    refine Finset.sum_le_sum fun i _ => ?_
    rw [discarded, inner_partial_sum, hz, inner_apply u hS]
    split_ifs with h
    · rw [norm_mul, RCLike.norm_ofReal, mul_pow, sq_abs]
      exact mul_le_mul_of_nonneg_right (pow_le_pow_left₀ (hs i) h 2) (sq_nonneg _)
    · rw [norm_zero, zero_pow two_ne_zero]
      positivity
  linarith [truncated_error_bound u hS hτ hx e]
```

The inner claim `hw` is $\|w\|^2 \le \tau^2 \|z\|^2$. Parseval's identity turns both norms into sums, and `inner_apply` replaces $x_i$ by $s_i z_i$. On a discarded mode, $0 \le s_i \le \tau$ gives $s_i^2 \le \tau^2$; this step would fail for a negative eigenvalue of large magnitude. On a kept mode the left-hand side is zero. The main bound then supplies the noise term.

## Every symmetric operator

So far the eigenbasis was given. For a symmetric operator, Hermitian in the complex case, the spectral theorem provides one, and the last theorem inserts it into the main bound.

```lean
/-- The error bound holds for every symmetric (Hermitian) operator on a finite-dimensional
space, with the eigenbasis supplied by the spectral theorem. -/
theorem symmetric_error_bound [FiniteDimensional 𝕜 E] {n : ℕ}
    (hn : Module.finrank 𝕜 E = n) {S : E →ₗ[𝕜] E} (hS : S.IsSymmetric) {τ : ℝ} (hτ : 0 < τ)
    {x b : E} (hx : S x = b) (e : E) :
    ‖truncSolve (hS.eigenvectorBasis hn) (hS.eigenvalues hn) τ (b + e) - x‖ ^ 2 ≤
      ‖e‖ ^ 2 / τ ^ 2 +
        ‖discarded (hS.eigenvectorBasis hn) (hS.eigenvalues hn) τ x‖ ^ 2 :=
  truncated_error_bound (hS.eigenvectorBasis hn)
    (fun i => hS.apply_eigenvectorBasis hn i) hτ hx e

end

end TruncatedPseudoInverse
```

Here `n` is the dimension of the space, and `hS.eigenvectorBasis hn` and `hS.eigenvalues hn` are Mathlib's eigenbasis and eigenvalues of `S`. The property that they satisfy the eigenvalue equation is `hS.apply_eigenvectorBasis`, which takes the place of the earlier hypothesis `hS`. A real symmetric matrix is covered when it is regarded as an operator on $\mathbb{R}^n$ with the dot product, and a positive semidefinite one is a special case.

```lean
#print axioms TruncatedPseudoInverse.error_sq_eq
#print axioms TruncatedPseudoInverse.error_single_mode
#print axioms TruncatedPseudoInverse.error_bound_of_range
#print axioms TruncatedPseudoInverse.symmetric_error_bound
```

```
'TruncatedPseudoInverse.error_sq_eq' depends on axioms: [propext, Classical.choice, Quot.sound]
'TruncatedPseudoInverse.error_single_mode' depends on axioms: [propext, Classical.choice, Quot.sound]
'TruncatedPseudoInverse.error_bound_of_range' depends on axioms: [propext, Classical.choice, Quot.sound]
'TruncatedPseudoInverse.symmetric_error_bound' depends on axioms: [propext, Classical.choice, Quot.sound]
```
